# Error bound for a Chebyshev cycle of linear mixing steps on a symmetric positive definite problem

A self-consistent field (SCF) calculation mixed with one fixed step is held back by its stiffest error mode: the step must be short enough to keep that mode from growing, and soft modes then decay slowly. Varying the step helps, but single steps may amplify the error. With stiffnesses between 1 and 9, one step of the two-step cycle below multiplies the stiffest mode by about −3.14. That step alone does not show whether the whole cycle reduces the error; a bound below one on the whole cycle does.

Let $0<m<L$ bound the stiffnesses $u$ of the error modes, where a step of length $1/w$ multiplies a mode of stiffness $u$ by $1-u/w$. For a cycle of $n\ge1$ steps of length $1/w_j$, put

$$w_j=\frac{L+m}{2}+\frac{L-m}{2}\cos\theta_j,\qquad \theta_j=\frac{(2j-1)\pi}{2n},\qquad j=1,\dots,n,$$

$$D(u)=\prod_{j=1}^n\Bigl(1-\frac{u}{w_j}\Bigr),\qquad r=\frac{\sqrt L-\sqrt m}{\sqrt L+\sqrt m}.$$

Then, for every $u\in[m,L]$,

$$|D(u)|\le\frac{2r^n}{1+r^{2n}},$$

with equality at $u=m$. For a linear residual $b-Ax$ with a real symmetric matrix $A$ whose eigenvalues all lie in $[m,L]$, the distance to the solution shrinks by at least the same factor over the cycle.

## Cycle length and step indexing in a mixer

In electronic structure codes the bound applies to density or potential mixing near self-consistency, as far as the residual is linear with a Jacobian that is symmetric in the inner product defining the norm. For density mixing without a preconditioner, $A=1-\chi_0K$, with the independent-particle response $\chi_0$ and the Hartree-exchange-correlation kernel $K$. This $A$ is in general not symmetric in the usual inner product. Where $K$ is positive definite, $A$ is symmetric in the inner product $\langle y,Kz\rangle$, and the bound then holds in the norm that belongs to it. Given bounds $m$ and $L$ on the eigenvalues, the theorem tells how many steps suffice for a wanted reduction. For $m=1$, $L=9$ we have $r=1/2$, and two steps give $8/17\approx0.47$; two steps of fixed length $1/5$ give $0.64$ at both ends of the window.

The equality at $u=m$ gives a number to compare with. Run one cycle on a diagonal $A$ that has $m$ as an entry: that error component must be multiplied by $2r^n/(1+r^{2n})$, up to rounding. A loop over $j=0,\dots,n-1$ fails this comparison for $n\ge2$, because $w_0=w_1$ and the smallest inverse step $w_n$ is never used.

## From Chebyshev roots to the error norm

Define $T_0(x)=1$, $T_1(x)=x$ and $T_{n+2}(x)=2xT_{n+1}(x)-T_n(x)$, so that $T_n(\cos\theta)=\cos n\theta$ and $T_n$ has degree at most $n$. Write

$$s(u)=\frac{L+m-2u}{L-m},\qquad c=s(0)=\frac{L+m}{L-m}.$$

**The product is a Chebyshev polynomial.** Since $\cos\theta_j\ge-1$, every $w_j\ge m>0$. The angles $\theta_j$ are distinct and lie in $[0,\pi]$, where the cosine is injective, so the $w_j$ are distinct. Moreover $s(w_j)=-\cos\theta_j=\cos(\pi-\theta_j)$, hence

$$T_n(s(w_j))=\cos\bigl(n\pi-(2j-1)\tfrac{\pi}{2}\bigr)=\cos\bigl((2(n-j)+1)\tfrac{\pi}{2}\bigr)=0.$$

The polynomials $T_n(c)D(u)$ and $T_n(s(u))$ have degree at most $n$ in $u$. Both vanish at the $n$ points $w_j$, and both equal $T_n(c)$ at $u=0$. Agreeing at $n+1$ points, they are equal:

$$T_n(c)\,D(u)=T_n(s(u)).$$

**The prefactor.** With $a=\sqrt L$ and $d=\sqrt m$,

$$2rc=2\,\frac{a-d}{a+d}\cdot\frac{a^2+d^2}{a^2-d^2}=\frac{2(a^2+d^2)}{(a+d)^2}=1+r^2.$$

It follows by induction that $2r^nT_n(c)=1+r^{2n}$. The cases $n=0$ and $n=1$ are immediate, and the recursion gives

$$2r^{n+2}T_{n+2}(c)=(1+r^2)(1+r^{2n+2})-r^2(1+r^{2n})=1+r^{2n+4}.$$

**The bound.** Multiplying the polynomial identity by $2r^n$ yields

$$(1+r^{2n})D(u)=2r^nT_n(s(u)).$$

For $u\in[m,L]$ we have $s(u)\in[-1,1]$, so $T_n(s(u))$ is a cosine and has modulus at most 1. At $u=m$, $s(m)=1$ and $T_n(1)=1$, which gives equality.

**The iteration.** Let $Ax=b$ and $x_{k+1}=x_k+(b-Ax_k)/w_{k+1}$. Then

$$x_{k+1}-x=(x_k-x)-\frac{1}{w_{k+1}}A(x_k-x).$$

Let $e_i$ be an orthonormal eigenbasis of $A$ with eigenvalues $\mu_i$. By symmetry, step $k+1$ multiplies the component along $e_i$ by $1-\mu_i/w_{k+1}$, so the cycle multiplies it by $D(\mu_i)$. Parseval's identity gives

$$\|x_n-x\|^2=\sum_i D(\mu_i)^2\langle e_i,x_0-x\rangle^2\le\Bigl(\frac{2r^n}{1+r^{2n}}\Bigr)^2\|x_0-x\|^2.$$

## The cycle and its bound in Lean

```lean
import Mathlib

open Polynomial
open Polynomial.Chebyshev (T T_add_two T_real_cos)
open scoped Real

namespace ChebyshevMixing

noncomputable section

/-- The inverse step length of the `j`-th mixing step, `j = 1, ..., n`, in a Chebyshev cycle
of `n ≥ 1` steps for the stiffness window `[m, L]`. -/
def node (m L : ℝ) (n j : ℕ) : ℝ :=
  (L + m) / 2 + (L - m) / 2 * Real.cos ((2 * (j : ℝ) - 1) * π / (2 * n))

/-- The factor by which a cycle of `n` steps multiplies an error mode of stiffness `u`,
for nonzero inverse step lengths. -/
def damping (m L : ℝ) (n : ℕ) (u : ℝ) : ℝ :=
  ∏ j ∈ Finset.Icc 1 n, (1 - u / node m L n j)

/-- The ratio `(√L - √m) / (√L + √m)` of a stiffness window with `0 < m < L`. -/
def rate (m L : ℝ) : ℝ := (√L - √m) / (√L + √m)

/-- For `0 < m < L` all inverse step lengths are positive. -/
theorem node_pos {m L : ℝ} (hm : 0 < m) (hmL : m < L) (n j : ℕ) : 0 < node m L n j := by
  unfold node
  nlinarith [mul_nonneg (sub_pos.2 hmL).le
    (neg_le_iff_add_nonneg.1 (Real.neg_one_le_cos ((2 * (j : ℝ) - 1) * π / (2 * n))))]

/-- The Chebyshev polynomial `T n` has degree at most `n`. -/
theorem natDegree_cheb_le (n : ℕ) : (T ℝ (n : ℤ)).natDegree ≤ n := by
  induction n using Nat.twoStepInduction with
  | zero => simp
  | one => simp
  | more n ih0 ih1 =>
    have e : T ℝ ((n + 2 : ℕ) : ℤ) = 2 * X * T ℝ ((n + 1 : ℕ) : ℤ) - T ℝ (n : ℤ) := by
      exact_mod_cast T_add_two ℝ (n : ℤ)
    have h2 : (2 * X : ℝ[X]).natDegree ≤ 1 := by compute_degree
    have h3 := (natDegree_mul_le (p := (2 * X : ℝ[X])) (q := T ℝ ((n + 1 : ℕ) : ℤ)))
    rw [e]
    refine (natDegree_sub_le _ _).trans (max_le ?_ ?_) <;> omega

/-- If `2 z x = 1 + z ^ 2`, then the Chebyshev polynomial `T_n` satisfies
`2 z ^ n T_n(x) = 1 + z ^ (2 n)`. -/
theorem cheb_growth {z x : ℝ} (h : 2 * z * x = 1 + z ^ 2) (n : ℕ) :
    2 * z ^ n * (T ℝ (n : ℤ)).eval x = 1 + z ^ (2 * n) := by
  induction n using Nat.twoStepInduction with
  | zero => norm_num
  | one => simpa using h
  | more n ih0 ih1 =>
    have e : T ℝ ((n + 2 : ℕ) : ℤ) = 2 * X * T ℝ ((n + 1 : ℕ) : ℤ) - T ℝ (n : ℤ) := by
      exact_mod_cast T_add_two ℝ (n : ℤ)
    have e2 : (T ℝ ((n + 2 : ℕ) : ℤ)).eval x
        = 2 * x * (T ℝ ((n + 1 : ℕ) : ℤ)).eval x - (T ℝ (n : ℤ)).eval x := by
      rw [e]; simp only [eval_sub, eval_mul, eval_X, eval_ofNat]
    rw [e2]
    linear_combination (2 * z * x) * ih1 - z ^ 2 * ih0 + (1 + z ^ (2 * n + 2)) * h

/-- For `0 < m < L` the ratio `r` is positive and `2 r (L + m) / (L - m) = 1 + r ^ 2`. -/
theorem rate_spec {m L : ℝ} (hm : 0 < m) (hmL : m < L) :
    0 < rate m L ∧ 2 * rate m L * ((L + m) / (L - m)) = 1 + rate m L ^ 2 := by
  have hb := Real.sqrt_pos.2 hm
  have hab := Real.sqrt_lt_sqrt hm.le hmL
  have key : ∀ a b : ℝ, a - b ≠ 0 → a + b ≠ 0 →
      2 * ((a - b) / (a + b)) * ((a ^ 2 + b ^ 2) / (a ^ 2 - b ^ 2))
        = 1 + ((a - b) / (a + b)) ^ 2 := by
    intro a b h1 h2
    rw [show a ^ 2 - b ^ 2 = (a - b) * (a + b) by ring]
    field_simp
    ring
  have h := key (√L) (√m) (sub_pos.2 hab).ne' (by positivity)
  rw [Real.sq_sqrt (hm.trans hmL).le, Real.sq_sqrt hm.le] at h
  exact ⟨div_pos (sub_pos.2 hab) (by positivity), h⟩

/-- For `0 < m < L` the damping factor of the cycle at stiffness `u`, multiplied by the value of the
Chebyshev polynomial `T n` at `(L + m) / (L - m)`, equals the value of `T n` at
`(L + m - 2 u) / (L - m)`. -/
theorem damping_eq_cheb {m L : ℝ} (hm : 0 < m) (hmL : m < L) (n : ℕ) (u : ℝ) :
    (T ℝ (n : ℤ)).eval ((L + m) / (L - m)) * damping m L n u
      = (T ℝ (n : ℤ)).eval ((L + m - 2 * u) / (L - m)) := by
  have hd : L - m ≠ 0 := (sub_pos.2 hmL).ne'
  have hw := node_pos hm hmL n
  let f : ℝ[X] := C ((T ℝ (n : ℤ)).eval ((L + m) / (L - m))) *
    ∏ j ∈ Finset.Icc 1 n, (C 1 - C (1 / node m L n j) * X)
  let g : ℝ[X] := (T ℝ (n : ℤ)).comp (C ((L + m) / (L - m)) - C (2 / (L - m)) * X)
  have hf : ∀ x, f.eval x
      = (T ℝ (n : ℤ)).eval ((L + m) / (L - m)) * damping m L n x := by
    intro x
    simp only [f, damping, eval_mul, eval_C, eval_prod, eval_sub, eval_X, one_div_mul_eq_div]
  have hg : ∀ x, g.eval x = (T ℝ (n : ℤ)).eval ((L + m - 2 * x) / (L - m)) := by
    intro x
    simp only [g, eval_comp, eval_mul, eval_C, eval_sub, eval_X]
    congr 1
    ring
  have hlin : ∀ a b : ℝ, (C a - C b * X).natDegree ≤ 1 := by
    intro a b
    compute_degree
  have hdeg : ∀ p : ℝ[X], p.natDegree ≤ n → p.degree < (Finset.range (n + 1)).card := by
    intro p hp
    rw [Finset.card_range]
    exact (degree_le_of_natDegree_le hp).trans_lt (by exact_mod_cast Nat.lt_succ_self n)
  -- two polynomials of degree at most n that agree at 0 and at the n nodes are equal
  have hfg : f = g := by
    refine eq_of_degrees_lt_of_eval_index_eq (Finset.range (n + 1))
      (v := fun j => if j = 0 then 0 else node m L n j) ?_ (hdeg f ?_) (hdeg g ?_) ?_
    · intro i hi j hj h
      simp only [Finset.coe_range, Set.mem_Iio] at hi hj
      dsimp only at h
      split_ifs at h with a b b
      · omega
      · exact absurd h (hw j).ne
      · exact absurd h (hw i).ne'
      · have hn : (0 : ℝ) < n := by exact_mod_cast (by omega : 0 < n)
        have ang : ∀ k : ℕ, k ≠ 0 → k < n + 1 →
            (2 * (k : ℝ) - 1) * π / (2 * n) ∈ Set.Icc 0 π := by
          intro k h0 h1
          have k1 : (1 : ℝ) ≤ k := by exact_mod_cast Nat.one_le_iff_ne_zero.2 h0
          have k2 : (k : ℝ) ≤ n := by exact_mod_cast Nat.lt_succ_iff.1 h1
          refine ⟨div_nonneg (mul_nonneg (by linarith) Real.pi_pos.le) (by linarith), ?_⟩
          rw [div_le_iff₀ (by positivity)]
          nlinarith [mul_nonneg Real.pi_pos.le (sub_nonneg.2 k2), Real.pi_pos]
        unfold node at h
        have hc := Real.injOn_cos (ang i a hi) (ang j b hj)
          (mul_left_cancel₀ (div_ne_zero hd two_ne_zero) (add_left_cancel h))
        have h2 := mul_right_cancel₀ Real.pi_ne_zero
          ((div_left_inj' (by positivity : (2 * (n : ℝ)) ≠ 0)).1 hc)
        exact_mod_cast (by linarith : (i : ℝ) = j)
    · refine (natDegree_C_mul_le _ _).trans ((natDegree_prod_le _ _).trans ?_)
      exact (Finset.sum_le_sum fun j _ => hlin 1 _).trans (by simp)
    · exact natDegree_comp_le.trans
        ((Nat.mul_le_mul (natDegree_cheb_le n) (hlin _ _)).trans (by simp))
    · intro j hj
      have hj' := Finset.mem_range.1 hj
      rw [hf, hg]
      split_ifs with h0
      · have h1 : damping m L n 0 = 1 := by simp [damping]
        rw [h1, mul_one, mul_zero, sub_zero]
      · have hn : (n : ℝ) ≠ 0 := by exact_mod_cast (by omega : n ≠ 0)
        have hjn : j ∈ Finset.Icc 1 n := Finset.mem_Icc.2 ⟨by omega, by omega⟩
        have h1 : damping m L n (node m L n j) = 0 := by
          unfold damping
          exact Finset.prod_eq_zero hjn (by rw [div_self (hw j).ne', sub_self])
        have h2 : (L + m - 2 * node m L n j) / (L - m)
            = Real.cos (π - (2 * (j : ℝ) - 1) * π / (2 * n)) := by
          rw [Real.cos_pi_sub, div_eq_iff hd]
          unfold node
          ring
        rw [h1, mul_zero, h2, T_real_cos, Int.cast_natCast, eq_comm, Real.cos_eq_zero_iff]
        refine ⟨(n : ℤ) - j, ?_⟩
        push_cast
        linear_combination (-(2 * (j : ℝ) - 1) * π / 2) * mul_inv_cancel₀ hn
  rw [← hf, ← hg, hfg]

/-- Chebyshev mixing bound: for `0 < m < L`, a cycle of `n` steps multiplies every error mode
with stiffness in `[m, L]` by at most `2 r ^ n / (1 + r ^ (2 n))` in modulus. -/
theorem abs_damping_le {m L u : ℝ} (hm : 0 < m) (hmL : m < L) (n : ℕ)
    (hu : u ∈ Set.Icc m L) :
    |damping m L n u| ≤ 2 * rate m L ^ n / (1 + rate m L ^ (2 * n)) := by
  obtain ⟨hr, hx⟩ := rate_spec hm hmL
  have hd := sub_pos.2 hmL
  have hK := cheb_growth hx n
  have hD := damping_eq_cheb hm hmL n u
  -- inside the window the Chebyshev polynomial is a cosine
  have hT : |(T ℝ (n : ℤ)).eval ((L + m - 2 * u) / (L - m))| ≤ 1 := by
    rw [← Real.cos_arccos (x := (L + m - 2 * u) / (L - m))
      (by rw [le_div_iff₀ hd]; linarith [hu.2]) (by rw [div_le_iff₀ hd]; linarith [hu.1]),
      T_real_cos]
    exact Real.abs_cos_le_one _
  have hp : 0 < 1 + rate m L ^ (2 * n) := by positivity
  rw [le_div_iff₀ hp]
  calc |damping m L n u| * (1 + rate m L ^ (2 * n))
      = |damping m L n u * (1 + rate m L ^ (2 * n))| := by rw [abs_mul, abs_of_pos hp]
    _ = |2 * rate m L ^ n * (T ℝ (n : ℤ)).eval ((L + m - 2 * u) / (L - m))| := by
        rw [← hK, ← hD]; congr 1; ring
    _ = 2 * rate m L ^ n * |(T ℝ (n : ℤ)).eval ((L + m - 2 * u) / (L - m))| := by
        rw [abs_mul, abs_of_pos (by positivity)]
    _ ≤ 2 * rate m L ^ n := mul_le_of_le_one_right (by positivity) hT

/-- For `0 < m < L` the softest mode `u = m` is multiplied by exactly
`2 r ^ n / (1 + r ^ (2 n))`. -/
theorem damping_softest {m L : ℝ} (hm : 0 < m) (hmL : m < L) (n : ℕ) :
    damping m L n m = 2 * rate m L ^ n / (1 + rate m L ^ (2 * n)) := by
  obtain ⟨hr, hx⟩ := rate_spec hm hmL
  have hK := cheb_growth hx n
  have hD := damping_eq_cheb hm hmL n m
  have h1 : (T ℝ (n : ℤ)).eval 1 = 1 := by
    rw [← Real.cos_zero, T_real_cos, mul_zero]
  rw [show L + m - 2 * m = L - m by ring, div_self (sub_pos.2 hmL).ne', h1] at hD
  rw [eq_div_iff (by positivity), ← hK]
  linear_combination 2 * rate m L ^ n * hD

variable {V : Type*} [NormedAddCommGroup V] [InnerProductSpace ℝ V]

/-- The iterates of linear mixing with residual `b - A x`, started at `x₀`, with the step
lengths `1 / node m L n j`, for nonzero nodes. -/
def mix (A : V →ₗ[ℝ] V) (b : V) (m L : ℝ) (n : ℕ) (x₀ : V) : ℕ → V
  | 0 => x₀
  | k + 1 => mix A b m L n x₀ k + (1 / node m L n (k + 1)) • (b - A (mix A b m L n x₀ k))

/-- For symmetric `A` and a solution `A x = b`, the error component along an eigenvector of
eigenvalue `μ` is multiplied by `1 - μ / node` in each mixing step. -/
theorem mix_component {A : V →ₗ[ℝ] V} (hA : A.IsSymmetric) {b x e : V} {μ : ℝ}
    (hx : A x = b) (he : A e = μ • e) (m L : ℝ) (n : ℕ) (x₀ : V) (k : ℕ) :
    inner ℝ e (mix A b m L n x₀ k - x)
      = (∏ j ∈ Finset.Icc 1 k, (1 - μ / node m L n j)) * inner ℝ e (x₀ - x) := by
  induction k with
  | zero => simp [mix]
  | succ k ih =>
    have h1 : mix A b m L n x₀ (k + 1) - x = (mix A b m L n x₀ k - x)
        - (1 / node m L n (k + 1)) • A (mix A b m L n x₀ k - x) := by
      rw [mix, map_sub, hx]
      module
    rw [h1, inner_sub_right, real_inner_smul_right, ← hA e, he, real_inner_smul_left, ih,
      Finset.prod_Icc_succ_top (by omega)]
    ring

/-- Error bound for a Chebyshev mixing cycle: if `A` is a symmetric operator on a finite-dimensional
real inner product space with all eigenvalues in `[m, L]`, `0 < m < L`, and `A x = b`, then `n`
steps shrink the distance to `x` at least by the factor `2 r ^ n / (1 + r ^ (2 n))`. -/
theorem norm_mix_sub_le [FiniteDimensional ℝ V] {A : V →ₗ[ℝ] V} (hA : A.IsSymmetric)
    {m L : ℝ} (hm : 0 < m) (hmL : m < L)
    (hspec : ∀ μ : ℝ, Module.End.HasEigenvalue A μ → μ ∈ Set.Icc m L)
    {b x : V} (hx : A x = b) (n : ℕ) (x₀ : V) :
    ‖mix A b m L n x₀ n - x‖
      ≤ 2 * rate m L ^ n / (1 + rate m L ^ (2 * n)) * ‖x₀ - x‖ := by
  have hr := (rate_spec hm hmL).1
  let e := hA.eigenvectorBasis rfl
  -- Parseval's identity in the eigenbasis
  have P : ∀ y : V, ‖y‖ ^ 2 = ∑ i, (inner ℝ (e i) y) ^ 2 := by
    intro y
    rw [← real_inner_self_eq_norm_sq, ← e.sum_inner_mul_inner y y]
    refine Finset.sum_congr rfl fun i _ => ?_
    rw [real_inner_comm (e i) y]
    ring
  refine (sq_le_sq₀ (norm_nonneg _) (by positivity)).1 ?_
  rw [mul_pow, P, P, Finset.mul_sum]
  refine Finset.sum_le_sum fun i _ => ?_
  have hi := abs_damping_le hm hmL n (hspec _ (hA.hasEigenvalue_eigenvalues rfl i))
  rw [mix_component hA hx (hA.apply_eigenvectorBasis rfl i) m L n x₀ n, mul_pow]
  exact mul_le_mul_of_nonneg_right (sq_le_sq.2 (hi.trans (le_abs_self _))) (sq_nonneg _)

end

end ChebyshevMixing
```

```lean
#print axioms ChebyshevMixing.damping_softest
-- 'ChebyshevMixing.damping_softest' depends on axioms: [propext, Classical.choice, Quot.sound]
#print axioms ChebyshevMixing.norm_mix_sub_le
-- 'ChebyshevMixing.norm_mix_sub_le' depends on axioms: [propext, Classical.choice, Quot.sound]
```

## A guarantee for whole cycles with a symmetric linear residual

`node m L n j` is the inverse step $w_j$, `damping m L n u` is $D(u)$, and `rate m L` is $r$. Despite its name, `rate` is not the reduction per cycle; that is $2r^n/(1+r^{2n})$. `mix A b m L n x₀ k` is the iterate $x_k$, and the mixing parameter usually called $\alpha$ is `1 / node m L n j`.

`abs_damping_le` states the bound for each mode and `damping_softest` the equality at $u=m$. Both allow $n=0$, where the product is empty and the factor is 1.

`norm_mix_sub_le` is the statement about vectors. The space `V` is a finite-dimensional real inner product space, `hA` says that $A$ is symmetric in its inner product, `hspec` places every eigenvalue in $[m,L]$, and `hx` says that $x$ solves $Ax=b$. Physically, $0<m$ means that the residual pulls every error mode back towards the solution.

The polynomial identity is `damping_eq_cheb`. Its proof builds the two sides as polynomials `f` and `g`, bounds their degrees (that of `f` as a product of linear factors, that of `g` with `natDegree_cheb_le`), and equates them by `eq_of_degrees_lt_of_eval_index_eq` at zero and the nodes. `node_pos` keeps the nodes away from zero, and `Real.injOn_cos` makes them distinct. `rate_spec` proves $2rc=1+r^2$, and `cheb_growth` carries out the two-step induction, with `linear_combination` doing the algebra of the recursion. The `calc` block in `abs_damping_le` then combines these facts with the cosine bound.

For the iteration, `mix_component` follows one eigencomponent by induction on the number of steps. In `norm_mix_sub_le`, the local statement `P` is Parseval's identity, and `Finset.sum_le_sum` compares the squared components one by one.

The model replaces the nonlinear residual of a real SCF calculation by $b-Ax$. For the linearised problem, a code must still justify the symmetry of $A$ and the window $[m,L]$; an eigenvalue outside the window voids the guarantee.

The norm bound holds at the end of the cycle, so a larger error partway through does not contradict it. The theorems concern real numbers: rounding errors may be amplified by the intermediate steps, and their size can depend on the order in which the steps are taken.
